# Operations generated by a twofold screw and an inversion act on y as y ↦ ±y + a

Points of space are triples of real coordinates in units of the lattice constants, and the group considered is the one generated by the twofold screw (x, y, z) ↦ (−x, y + 1/2, −z) and the inversion through the origin. The lemma says that for every operation h of this group there are real numbers s and a, with s = 1 or s = −1, such that h sends the y coordinate of every point to sy + a. Thus the new y depends on the old y alone, and h either keeps or reverses the direction of the y axis, up to a shift. The proof goes by induction over the generated group: it checks the two generators and the identity, then shows that the form survives products and inverses.

An attempt in Lean 4 with a fault in it:

```lean
import Mathlib

open Matrix

namespace YAction

noncomputable section

/-- Points of space with coordinates `(x, y, z)`, in units of the lattice constants. -/
abbrev Space := ℝ × ℝ × ℝ

/-- The twofold screw `(x, y, z) ↦ (-x, y + 1/2, -z)`. -/
def screw : Equiv.Perm Space where
  toFun p := (-p.1, p.2.1 + 1 / 2, -p.2.2)
  invFun p := (-p.1, p.2.1 - 1 / 2, -p.2.2)
  left_inv p := by simp
  right_inv p := by simp

/-- The inversion `(x, y, z) ↦ (-x, -y, -z)`. -/
def inversion : Equiv.Perm Space where
  toFun p := (-p.1, -p.2.1, -p.2.2)
  invFun p := (-p.1, -p.2.1, -p.2.2)
  left_inv p := by simp
  right_inv p := by simp

/-- Every operation of the group acts on the `y` coordinate as `y ↦ sy + a` with `s = ±1`. -/
theorem y_action {h : Equiv.Perm Space} (hh : h ∈ Subgroup.closure {screw, inversion}) :
    ∃ s a : ℝ, (s = 1 ∨ s = -1) ∧ ∀ p, (h p).2.1 = s * p.2.1 + a := by
  induction hh using Subgroup.closure_induction with
  | mem x hx =>
    rcases hx with rfl | rfl
    · exact ⟨1, 1 / 2, Or.inl rfl, fun p => by simp [screw]⟩
    · exact ⟨-1, 0, Or.inr rfl, fun p => by simp [inversion]⟩
  | one => exact ⟨1, 0, Or.inl rfl, fun p => by simp⟩
  | mul x y _ _ hx hy =>
    obtain ⟨s, a, hs, ha⟩ := hx
    obtain ⟨t, b, ht, hb⟩ := hy
    refine ⟨s * t, s * b + a, ?_, fun p => ?_⟩
    · rcases hs with rfl | rfl <;> rcases ht with rfl | rfl <;> norm_num
    · rw [Equiv.Perm.mul_apply, ha, hb]
      ring
  | inv x _ hx =>
    obtain ⟨s, a, hs, ha⟩ := hx
    refine ⟨s, -(s * a), hs, fun p => ?_⟩
    have h1 := ha (x⁻¹ p)
    rw [Equiv.Perm.apply_inv_self] at h1
    rcases hs with rfl | rfl <;> linarith

end

end YAction
```

The compiler's answer:

```
Main.lean:46:8: error(lean.unknownIdentifier): Unknown constant `Equiv.Perm.apply_inv_self`
```

Fix (accepted with no message):

```diff
@@ -44,5 +44,6 @@
     refine ⟨s, -(s * a), hs, fun p => ?_⟩
     have h1 := ha (x⁻¹ p)
-    rw [Equiv.Perm.apply_inv_self] at h1
+    have h2 : x (x⁻¹ p) = p := Equiv.apply_symm_apply x p
+    rw [h2] at h1
     rcases hs with rfl | rfl <;> linarith
 
```

The message says that no constant called `Equiv.Perm.apply_inv_self` exists in the Mathlib the file is compiled against. The name stands in the case of inverses, where `h1` is the formula for `x` taken at the point `x⁻¹ p`. Its left side contains `x (x⁻¹ p)`, which has to be replaced by `p`, and the `rw` fails because the lemma it should use can't be found. The mathematics of the step is sound.

The repair states the needed equation itself, as `h2 : x (x⁻¹ p) = p`, and proves it with `Equiv.apply_symm_apply x p`. That lemma speaks of `x.symm` where `h2` has `x⁻¹`, but the inverse of a permutation is by definition its `symm`, so Lean accepts the proof. Since `h2` is written with `x⁻¹`, just as `h1` is, `rw [h2] at h1` finds the term and puts `p` in its place. The unchanged last line then solves for the y coordinate of `x⁻¹ p` in each of the cases s = 1 and s = −1.
